# In an isotropic elastic medium, Huang scattering vanishes in the plane perpendicular to G exactly when G is an eigenvector of the defect's dipole tensor

If I take a dark plane in the diffuse scattering as the sign of an isotropic defect, I may call a defect isotropic that pushes its neighbours much harder along one axis than along the others. Near a reflection along 100, my Huang scattering disappears in the plane through the Bragg peak perpendicular to \(G\). But a defect stretched along a cube axis seems to give the same dark plane. What does the plane say about the defect, and which reflections would settle whether it is isotropic?

## One dark plane tests one direction

In an elastically isotropic medium, the plane tells you that \(G\) is a principal axis of the defect's dipole tensor \(P\), and no more. Your stretched defect passes at 100 because its principal axes lie along the cube axes. Dark planes at 100, 010 and 111, each perpendicular to its own \(G\), together do force \(P\) to be a multiple of the identity.

Let \(q\neq0\) be the vector in reciprocal space from the reflection \(G\neq0\) to the point where the scattering is observed. The defect exerts forces on the medium whose Fourier amplitude is \(Pq\), up to a constant phase factor. For an isotropic medium with Lamé constants \(\lambda,\mu\), the displacement amplitude \(u(q)\) satisfies

\[
D(q)u=\mu|q|^2u+(\lambda+\mu)(q\cdot u)\,q=Pq,
\]

and the Huang amplitude is \(a(q)=G\cdot u(q)\). The conditions \(\mu>0\) and \(\lambda+2\mu>0\) say that the medium resists transverse and longitudinal plane waves. Symmetry of \(P\) says that the defect exerts no net torque.

**Invertibility.** Suppose \(D(q)w=0\). Projecting on \(q\) gives \((\lambda+2\mu)|q|^2(q\cdot w)=0\), so \(q\cdot w=0\). What remains is \(\mu|q|^2w=0\), so \(w=0\). Hence \(D(q)\) is invertible and \(u(q)=D(q)^{-1}Pq\) is the only solution.

**Scaling.** For \(s\neq0\), \(D(sq)=s^2D(q)\), so the force balance at \(sq\) reads \(s^2D(q)u(sq)=sPq\). Dividing by \(s\) shows that \(s\,u(sq)\) solves the force balance at \(q\). By uniqueness \(s\,u(sq)=u(q)\), and therefore \(a(sq)=a(q)/s\).

**The dark plane.** Let \(q\cdot G=0\). Projecting the force balance on \(G\) removes the term along \(q\):

\[
\mu|q|^2a(q)=G\cdot Pq=(PG)\cdot q .
\]

If \(PG=pG\), the right side is \(p\,G\cdot q=0\), so \(a(q)=0\). Conversely, suppose that \(a\) vanishes for all nonzero \(q\) orthogonal to \(G\). Put \(p=(PG\cdot G)/(G\cdot G)\) and \(r=PG-pG\), so that \(r\cdot G=0\). If \(r\) were nonzero, we could take \(q=r\) and find

\[
0=(PG)\cdot r=(r+pG)\cdot r=r\cdot r,
\]

a contradiction. So \(r=0\) and \(PG=pG\).

**Three reflections.** Dark planes at 100 and 010 remove the off-diagonal entries from the first two columns of \(P\), and symmetry removes them from the third. Then \(P(1,1,1)^T\) lists the diagonal entries, and the dark plane at 111 makes them equal. Conversely, every nonzero vector is an eigenvector of a multiple of the identity.

**Without symmetry of \(P\)**, an eigenvector need not give a dark plane. In two dimensions take

\[
P=\begin{pmatrix}0&1\\0&0\end{pmatrix},\qquad G=(1,0),\qquad q=(0,1).
\]

Here \(PG=0\), so \(G\) is an eigenvector, and \(q\) is orthogonal to it. Yet \(Pq=(1,0)\) and \(a(q)=1/\mu\neq0\).

## The statement in Lean

Vectors are functions `ι → ℝ` on a finite index set, so the main theorem holds in any finite dimension; your case is `Fin 3`. In one dimension no nonzero \(q\) is orthogonal to \(G\), and both sides of the equivalence hold trivially. The constant \(\lambda\) is written `lam`, `⬝ᵥ` is the dot product and `*ᵥ` applies a matrix to a vector. The definition `displacement` is the Fourier amplitude \(u(q)\), not the field in real space.

`huang_scattering` first states, for every \(q\neq0\), that \(D(q)\) is invertible (`IsUnit`) and that \(s\,a(sq)=a(q)\) for \(s\neq0\). It then states that `HasNodalPlane` holds exactly when \(G\) is an eigenvector of \(P\) for some real \(p\). `isotropic_iff_three_nodal_planes` is the three-reflection criterion, with components along Cartesian cube axes. Its vectors stand for directions, the last having the unit vector \((1,1,1)/\sqrt3\): rescaling \(G\) only multiplies the amplitude, so 200 serves as well as 100.

The step from here to your data is the assumption that the measured diffuse intensity near \(G\) is proportional to \(a(q)^2\) in an elastically isotropic crystal, with all defects in the same orientation. If dilute, randomly placed defects take several orientations, their intensities add, and the plane is dark only when \(G\) is an eigenvector of the dipole tensor of every orientation present. With this in mind, a dipole tensor from an electronic-structure calculation of a point defect tells you at which reflections to expect dark planes.

```lean
import Mathlib

open Matrix

namespace HuangScattering

noncomputable section

variable {ι : Type*} [Fintype ι] [DecidableEq ι]

/-- The acoustic matrix `D(q) = μ |q|² I + (lam + μ) q qᵀ` of an isotropic elastic medium with
Lamé constants `lam` and `μ`. -/
def acoustic (lam μ : ℝ) (q : ι → ℝ) : Matrix ι ι ℝ :=
  (μ * (q ⬝ᵥ q)) • (1 : Matrix ι ι ℝ) + (lam + μ) • vecMulVec q q

/-- The Fourier amplitude `D(q)⁻¹ P q` of the displacement field around a defect with dipole
tensor `P`, without its constant phase factor; its domain is the `q` with `D(q)` invertible. -/
def displacement (lam μ : ℝ) (P : Matrix ι ι ℝ) (q : ι → ℝ) : ι → ℝ :=
  (acoustic lam μ q)⁻¹ *ᵥ (P *ᵥ q)

/-- The Huang amplitude `a(q) = G · D(q)⁻¹ P q` at offset vector `q` from the reflection `G`; its
domain is the `q` with `D(q)` invertible. -/
def amplitude (lam μ : ℝ) (P : Matrix ι ι ℝ) (G q : ι → ℝ) : ℝ :=
  G ⬝ᵥ displacement lam μ P q

/-- The reflection `G` has a nodal plane: the Huang amplitude vanishes for every nonzero `q`
orthogonal to `G`. -/
def HasNodalPlane (lam μ : ℝ) (P : Matrix ι ι ℝ) (G : ι → ℝ) : Prop :=
  ∀ q : ι → ℝ, q ≠ 0 → q ⬝ᵥ G = 0 → amplitude lam μ P G q = 0

omit [DecidableEq ι] in
/-- A nonzero real wave vector has positive squared length. -/
theorem dot_self_pos {q : ι → ℝ} (hq : q ≠ 0) : 0 < q ⬝ᵥ q :=
  lt_of_le_of_ne (Finset.sum_nonneg fun i _ => mul_self_nonneg (q i))
    (fun h => hq (dotProduct_self_eq_zero.1 h.symm))

/-- The acoustic matrix sends a displacement `u` to `μ |q|² u + (lam + μ) (q · u) q`. -/
theorem acoustic_mulVec (lam μ : ℝ) (q u : ι → ℝ) :
    acoustic lam μ q *ᵥ u = (μ * (q ⬝ᵥ q)) • u + ((lam + μ) * (q ⬝ᵥ u)) • q := by
  have h : vecMulVec q q *ᵥ u = (q ⬝ᵥ u) • q := by
    ext i
    simp only [mulVec, dotProduct, vecMulVec_apply, Pi.smul_apply, smul_eq_mul, Finset.sum_mul]
    exact Finset.sum_congr rfl fun j _ => by ring
  rw [acoustic, Matrix.add_mulVec, Matrix.smul_mulVec, Matrix.smul_mulVec, Matrix.one_mulVec,
    h, smul_smul]

/-- For `μ > 0`, `lam + 2μ > 0` and `q ≠ 0`, two displacements with the same elastic restoring
force are equal. -/
theorem acoustic_injective {lam μ : ℝ} (hμ : 0 < μ) (hL : 0 < lam + 2 * μ) {q : ι → ℝ}
    (hq : q ≠ 0) : Function.Injective (acoustic lam μ q).mulVec := by
  intro u v huv
  have hqq := dot_self_pos hq
  have h0 : acoustic lam μ q *ᵥ (u - v) = 0 := by
    rw [Matrix.mulVec_sub]
    exact sub_eq_zero.2 huv
  rw [acoustic_mulVec] at h0
  -- the longitudinal part vanishes because `lam + 2μ > 0`
  have h1 := congrArg (fun x => q ⬝ᵥ x) h0
  simp only [dotProduct_add, dotProduct_smul, smul_eq_mul, dotProduct_zero] at h1
  have h2 : q ⬝ᵥ (u - v) = 0 := by
    have h3 : ((lam + 2 * μ) * (q ⬝ᵥ q)) * (q ⬝ᵥ (u - v)) = 0 := by linear_combination h1
    exact (mul_eq_zero.1 h3).resolve_left (mul_pos hL hqq).ne'
  -- the rest vanishes because `μ > 0`
  rw [h2, mul_zero, zero_smul, add_zero] at h0
  exact sub_eq_zero.1 ((smul_eq_zero.1 h0).resolve_left (mul_pos hμ hqq).ne')

/-- Force balance: for `μ > 0`, `lam + 2μ > 0` and `q ≠ 0` the displacement `u` around the defect
solves `D(q) u = P q`. -/
theorem force_balance {lam μ : ℝ} (hμ : 0 < μ) (hL : 0 < lam + 2 * μ) (P : Matrix ι ι ℝ)
    {q : ι → ℝ} (hq : q ≠ 0) :
    acoustic lam μ q *ᵥ displacement lam μ P q = P *ᵥ q := by
  have hU : IsUnit (acoustic lam μ q) :=
    Matrix.mulVec_injective_iff_isUnit.1 (acoustic_injective hμ hL hq)
  rw [displacement, Matrix.mulVec_mulVec,
    Matrix.mul_nonsing_inv _ ((Matrix.isUnit_iff_isUnit_det _).1 hU), Matrix.one_mulVec]

/-- For `μ > 0`, `lam + 2μ > 0`, `q ≠ 0` and `s ≠ 0`, the displacement amplitude at `s q` is
`1/s` times that at `q`. -/
theorem displacement_scaling {lam μ : ℝ} (hμ : 0 < μ) (hL : 0 < lam + 2 * μ)
    (P : Matrix ι ι ℝ) {q : ι → ℝ} (hq : q ≠ 0) {s : ℝ} (hs : s ≠ 0) :
    s • displacement lam μ P (s • q) = displacement lam μ P q := by
  have h1 := force_balance hμ hL P (smul_ne_zero hs hq)
  have h2 : P *ᵥ (s • q) = s • (P *ᵥ q) := Matrix.mulVec_smul _ _ _
  -- `s u(s q)` solves the force balance at `q`, whose solution is unique
  have h3 : s • (acoustic lam μ q *ᵥ (s • displacement lam μ P (s • q))) = s • (P *ᵥ q) := by
    rw [← h2, ← h1, acoustic_mulVec, acoustic_mulVec]
    simp only [smul_dotProduct, dotProduct_smul, smul_eq_mul]
    module
  have h4 : acoustic lam μ q *ᵥ (s • displacement lam μ P (s • q)) = P *ᵥ q :=
    smul_right_injective (ι → ℝ) hs h3
  exact acoustic_injective hμ hL hq (h4.trans (force_balance hμ hL P hq).symm)

/-- For `μ > 0`, `lam + 2μ > 0` and nonzero `q` orthogonal to `G`, the Huang amplitude obeys
`μ |q|² a(q) = G · P q`. -/
theorem amplitude_transverse {lam μ : ℝ} (hμ : 0 < μ) (hL : 0 < lam + 2 * μ)
    (P : Matrix ι ι ℝ) {G q : ι → ℝ} (hq : q ≠ 0) (hG : q ⬝ᵥ G = 0) :
    μ * (q ⬝ᵥ q) * amplitude lam μ P G q = G ⬝ᵥ (P *ᵥ q) := by
  have h0 := force_balance hμ hL P hq
  rw [acoustic_mulVec] at h0
  have h := congrArg (fun x => G ⬝ᵥ x) h0
  simp only [dotProduct_add, dotProduct_smul, smul_eq_mul] at h
  rw [dotProduct_comm G q, hG, mul_zero, add_zero] at h
  exact h

/-- Huang scattering for `μ > 0`, `lam + 2μ > 0`, symmetric `P` and `G ≠ 0`: at every `q ≠ 0` the
acoustic matrix is invertible and the amplitude scales as `a(s q) = a(q) / s` for `s ≠ 0`, and
`G` has a nodal plane exactly when `G` is an eigenvector of the dipole tensor `P`. -/
theorem huang_scattering {lam μ : ℝ} (hμ : 0 < μ) (hL : 0 < lam + 2 * μ)
    {P : Matrix ι ι ℝ} (hP : P.IsSymm) {G : ι → ℝ} (hG : G ≠ 0) :
    (∀ q : ι → ℝ, q ≠ 0 → IsUnit (acoustic lam μ q) ∧
      ∀ s : ℝ, s ≠ 0 → s * amplitude lam μ P G (s • q) = amplitude lam μ P G q) ∧
    (HasNodalPlane lam μ P G ↔ ∃ p : ℝ, Module.End.HasEigenvector (Matrix.toLin' P) p G) := by
  have hsym : ∀ x y : ι → ℝ, x ⬝ᵥ (P *ᵥ y) = (P *ᵥ x) ⬝ᵥ y := by
    intro x y
    rw [Matrix.dotProduct_mulVec, ← Matrix.mulVec_transpose, hP.eq]
  refine ⟨fun q hq => ⟨Matrix.mulVec_injective_iff_isUnit.1 (acoustic_injective hμ hL hq),
    fun s hs => ?_⟩, fun h => ?_, ?_⟩
  · rw [amplitude, amplitude, ← displacement_scaling hμ hL P hq hs, dotProduct_smul, smul_eq_mul]
  · -- test the nodal plane with the part of `P G` orthogonal to `G`
    have hGG := (dot_self_pos hG).ne'
    obtain ⟨p, hp⟩ : ∃ p : ℝ, p * (G ⬝ᵥ G) = (P *ᵥ G) ⬝ᵥ G :=
      ⟨((P *ᵥ G) ⬝ᵥ G) / (G ⬝ᵥ G), div_mul_cancel₀ _ hGG⟩
    have horth : (P *ᵥ G - p • G) ⬝ᵥ G = 0 := by
      rw [sub_dotProduct, smul_dotProduct, smul_eq_mul, hp, sub_self]
    have hzero : P *ᵥ G - p • G = 0 := by
      by_contra hq
      have h1 := amplitude_transverse hμ hL P hq horth
      rw [h _ hq horth, mul_zero, hsym] at h1
      have h2 : (P *ᵥ G - p • G) ⬝ᵥ (P *ᵥ G - p • G) = 0 := by
        conv_lhs => rw [sub_dotProduct (P *ᵥ G) (p • G) (P *ᵥ G - p • G)]
        rw [← h1, smul_dotProduct, dotProduct_comm G, horth, smul_zero, sub_zero]
      exact (dot_self_pos hq).ne' h2
    refine ⟨p, Module.End.hasEigenvector_iff.2 ⟨Module.End.mem_eigenspace_iff.2 ?_, hG⟩⟩
    rw [Matrix.toLin'_apply]
    exact sub_eq_zero.1 hzero
  · rintro ⟨p, hp⟩ q hq hqG
    have hPG : P *ᵥ G = p • G := by
      rw [← Matrix.toLin'_apply]
      exact hp.apply_eq_smul
    have h1 := amplitude_transverse hμ hL P hq hqG
    rw [hsym, hPG, smul_dotProduct, dotProduct_comm G q, hqG, smul_zero] at h1
    exact (mul_eq_zero.1 h1).resolve_left (mul_pos hμ (dot_self_pos hq)).ne'

/-- In three dimensions, with `μ > 0`, `lam + 2μ > 0` and symmetric `P`, the reflections along
100, 010 and 111 all have nodal planes exactly when `P` is a multiple of the identity. -/
theorem isotropic_iff_three_nodal_planes {lam μ : ℝ} (hμ : 0 < μ) (hL : 0 < lam + 2 * μ)
    {P : Matrix (Fin 3) (Fin 3) ℝ} (hP : P.IsSymm) :
    (HasNodalPlane lam μ P ![1, 0, 0] ∧ HasNodalPlane lam μ P ![0, 1, 0] ∧
      HasNodalPlane lam μ P ![1, 1, 1]) ↔ ∃ p : ℝ, P = p • (1 : Matrix (Fin 3) (Fin 3) ℝ) := by
  have n1 : (![1, 0, 0] : Fin 3 → ℝ) ≠ 0 := by
    intro h
    have := congrFun h 0
    simp at this
  have n2 : (![0, 1, 0] : Fin 3 → ℝ) ≠ 0 := by
    intro h
    have := congrFun h 1
    simp at this
  have n3 : (![1, 1, 1] : Fin 3 → ℝ) ≠ 0 := by
    intro h
    have := congrFun h 0
    simp at this
  rw [(huang_scattering hμ hL hP n1).2, (huang_scattering hμ hL hP n2).2,
    (huang_scattering hμ hL hP n3).2]
  constructor
  · rintro ⟨⟨a, ha⟩, ⟨b, hb⟩, ⟨c, hc⟩⟩
    have ea := ha.apply_eq_smul
    have eb := hb.apply_eq_smul
    have ec := hc.apply_eq_smul
    rw [Matrix.toLin'_apply] at ea eb ec
    -- the first two reflections make `P` diagonal, the third makes its diagonal entries equal
    have a1 := congrFun ea 1
    have a2 := congrFun ea 2
    have b2 := congrFun eb 2
    have c0 := congrFun ec 0
    have c1 := congrFun ec 1
    have c2 := congrFun ec 2
    simp [Matrix.mulVec, dotProduct, Fin.sum_univ_three] at a1 a2 b2 c0 c1 c2
    have s01 : P 0 1 = P 1 0 := hP.apply 1 0
    have s02 : P 0 2 = P 2 0 := hP.apply 2 0
    have s12 : P 1 2 = P 2 1 := hP.apply 2 1
    refine ⟨c, ?_⟩
    ext i j
    fin_cases i <;> fin_cases j <;> simp <;> linarith
  · rintro ⟨p, rfl⟩
    have h : ∀ G : Fin 3 → ℝ, G ≠ 0 → ∃ r : ℝ, Module.End.HasEigenvector
        (Matrix.toLin' (p • (1 : Matrix (Fin 3) (Fin 3) ℝ))) r G := by
      intro G hG
      refine ⟨p, Module.End.hasEigenvector_iff.2 ⟨Module.End.mem_eigenspace_iff.2 ?_, hG⟩⟩
      rw [Matrix.toLin'_apply, Matrix.smul_mulVec, Matrix.one_mulVec]
    exact ⟨h _ n1, h _ n2, h _ n3⟩

end

end HuangScattering
```

```lean
#print axioms HuangScattering.huang_scattering
-- 'HuangScattering.huang_scattering' depends on axioms: [propext, Classical.choice, Quot.sound]
#print axioms HuangScattering.isotropic_iff_three_nodal_planes
-- 'HuangScattering.isotropic_iff_three_nodal_planes' depends on axioms: [propext, Classical.choice, Quot.sound]
```

## From the force balance to the eigenvector

`acoustic_mulVec` is the formula for \(D(q)u\). `acoustic_injective` applies the invertibility argument to the difference of two displacements with equal restoring force: `h2` is the vanishing longitudinal part, and the last line removes the rest. `force_balance` turns injectivity into invertibility and cancels the inverse.

`displacement_scaling` follows the scaling argument. Its `h3` is the force balance at \(sq\), rewritten with `module`; `h4` cancels one factor \(s\), and injectivity supplies the uniqueness. `amplitude_transverse` is the projection on \(G\).

In `huang_scattering`, `hsym` moves the symmetric \(P\) across the dot product. The vector \(r\) appears as `P *ᵥ G - p • G`, with `horth` for its orthogonality to \(G\). The step `by_contra` assumes \(r\neq0\), and `h2` derives \(r\cdot r=0\), which contradicts `dot_self_pos`. The converse inserts \(PG=pG\) into the projected force balance and divides by \(\mu|q|^2\).

The last theorem replaces each nodal plane by its eigenvector equation and reads off components. `linarith` then obtains all nine entries of \(P\) from these equations and the symmetry relations `s01`, `s02` and `s12`.
